# For continuous Hermitian Hamiltonians, the integrated control error bounds the propagator error

A laboratory pulse never follows its design exactly. If the resulting error is estimated with a general inequality for linear differential equations, using only the size of the Hamiltonian, the bound carries a factor that grows exponentially with ∫‖H‖. For ∫‖H‖ = 20 that factor is about 5 × 10⁸. Even an integrated control error of 10⁻⁸ then gives a bound above 2, which says nothing, since two unitaries never differ by more than 2 in norm. Hermiticity removes the factor.

## The bound from the overlap of two evolutions

Set ħ = 1. Let H(t) be the intended Hamiltonian and K(t) the one actually applied, both Hermitian and continuous in t. Their propagators U and V satisfy

U′ = −iHU, V′ = −iKV, U(0) = V(0) = 1.

With † for the adjoint and ‖·‖ for the operator norm, the claim for t ≥ 0 is

‖U(t) − V(t)‖ ≤ ∫₀ᵗ ‖H(s) − K(s)‖ ds.

Since H† = H, the adjoint equation is (U†)′ = iU†H. The overlap U†V therefore obeys

(U†V)′ = iU†HV − iU†KV = iU†(H − K)V.

For K = H and V = U the right side vanishes, so U†U keeps its initial value 1. For matrices UU† = 1 follows. In infinite dimension it needs its own argument. The defect Q = UU† − 1 satisfies

Q′ = −iHUU† + iUU†H = −i(HQ − QH).

If ‖H‖ ≤ C on [0, t], then ‖Q′‖ ≤ 2C‖Q‖ there. As Q(0) = 0, Grönwall's inequality gives Q = 0. The same holds for V.

If u†u = 1, then

‖ux‖² = ‖x†u†ux‖ = ‖x†x‖ = ‖x‖².

Taking u = U† removes the left factor from iU†(H − K)V. Taking adjoints and then u = V† removes the right one. The overlap thus moves at speed ‖H − K‖, and since it starts at 1,

‖U(t)†V(t) − 1‖ ≤ ∫₀ᵗ ‖H(s) − K(s)‖ ds.

Finally U(U†V − 1) = V − U, and multiplication by U preserves the norm. This proves the claim. If ‖H − K‖ ≤ ε throughout [0, t], the integral is at most εt.

## An exactly solvable pulse

Let H = ω(t)X with a fixed axis X, X² = 1, and let θ′ = ω, θ(0) = 0. Define

P(θ) = cos θ · 1 − i sin θ X.

Then

dP/dt = ω(−sin θ · 1 − i cos θ X) = −iωX P,

so P(θ(t)) is the propagator. For Hermitian X and two angles θ and φ, write

D = P(θ) − P(φ) = a·1 − ibX, a = cos θ − cos φ, b = sin θ − sin φ.

The cross terms cancel in D†D = (a² + b²)·1, and a² + b² = 4 sin²((θ − φ)/2). Hence

‖P(θ) − P(φ)‖ = 2|sin((θ − φ)/2)|.

As a numerical instance, take H(s) = 2sσₓ and K(s) = 1.8sσₓ up to t = 1, an amplitude error of ten per cent. The angles are 1 and 0.9, so the exact error is 2 sin(0.05) ≈ 0.09996. Since ‖σₓ‖ = 1, the integral bound is ∫₀¹ 0.2s ds = 0.1. The uniform bound with ε = 0.2 gives only 0.2.

## Hamiltonians and propagators in Lean

```lean
import Mathlib

open Set

namespace ControlErrorRobustness

noncomputable section

variable {A : Type*} [NormedRing A] [NormedAlgebra ℂ A]
```

The Hamiltonians take values in a normed complex algebra `A`. The adjoint `star` and the C*-identity ‖x†x‖ = ‖x‖² are added once they are needed. Matrices and bounded operators on a Hilbert space are both included; unbounded Hamiltonians are not.

```lean
/-- `U` is the propagator of the time-dependent Hamiltonian `H` (with ħ = 1):
`U' = -i H U` and `U 0 = 1`. -/
structure IsPropagator (H U : ℝ → A) : Prop where
  initial : U 0 = 1
  schrodinger : ∀ t, HasDerivAt U ((-Complex.I) • (H t * U t)) t
```

`IsPropagator H U` says that `U` solves the Schrödinger equation with U(0) = 1. The derivative is taken in norm and must exist at every real time, so pulses with sudden jumps are excluded. The existence of `U` is assumed here, not derived.

```lean
/-- The pulse `cos θ - i sin θ X` with angle `θ` about the axis `X`. -/
def pulse (X : A) (θ : ℝ) : A :=
  ((Real.cos θ : ℝ) : ℂ) • (1 : A) - ((Real.sin θ : ℝ) : ℂ) • (Complex.I • X)
```

This is P(θ). For a Pauli matrix it turns the Bloch vector by 2θ.

```lean
/-- A drive `ω(t) X` along a fixed axis with `X² = 1` has as propagator the pulse whose angle
`θ(t)` is the accumulated area of `ω`. -/
theorem pulse_isPropagator {X : A} (hX : X * X = 1) {θ ω : ℝ → ℝ} (h0 : θ 0 = 0)
    (hθ : ∀ t, HasDerivAt θ (ω t) t) :
    IsPropagator (fun t => (ω t : ℂ) • X) (fun t => pulse X (θ t)) := by
  refine ⟨by simp [pulse, h0], fun t => ?_⟩
  have hY : (Complex.I • X) * (Complex.I • X) = -1 := by
    rw [smul_mul_smul_comm, hX, Complex.I_mul_I, neg_one_smul]
  have e : (-Complex.I) • (((ω t : ℂ) • X) * pulse X (θ t))
      = -((ω t : ℂ) • ((Complex.I • X) * pulse X (θ t))) := by
    simp only [smul_mul_assoc]
    module
  have hd := ((hθ t).cos.ofReal_comp.smul_const (1 : A)).fun_sub
    ((hθ t).sin.ofReal_comp.smul_const (Complex.I • X))
  refine HasDerivAt.congr_deriv hd ?_
  rw [e]
  unfold pulse
  generalize Complex.I • X = Y at hY ⊢
  simp only [mul_sub, mul_smul_comm, mul_one, hY]
  push_cast
  module
```

The proof differentiates the cosine and sine terms and compares the result with −iωXP, using (iX)² = −1.

## Unitarity and the speed of the overlap

```lean
variable [StarRing A] [CStarRing A] [StarModule ℂ A]

/-- If `H` is Hermitian, the overlap `U† V` of the evolutions under `H` and `K` changes at the rate
`i U† (H - K) V`. -/
theorem hasDerivAt_overlap {H K U V : ℝ → A} (hH : ∀ s, IsSelfAdjoint (H s))
    (hU : IsPropagator H U) (hV : IsPropagator K V) (t : ℝ) :
    HasDerivAt (fun s => star (U s) * V s)
      (Complex.I • (star (U t) * (H t - K t) * V t)) t := by
  have hI : star (-Complex.I) = Complex.I := by simp
  refine ((hU.schrodinger t).star.fun_mul (hV.schrodinger t)).congr_deriv ?_
  rw [star_smul, star_mul, (hH t).star_eq, hI]
  simp only [smul_mul_assoc, mul_smul_comm, mul_sub, sub_mul, mul_assoc, neg_smul, smul_sub,
    mul_neg]
  abel
```

The product rule gives the two terms of (U†V)′, and `(hH t).star_eq` is the step H† = H.

```lean
/-- Evolution under a Hermitian Hamiltonian satisfies `U† U = 1`. -/
theorem star_mul_propagator {H U : ℝ → A} (hH : ∀ s, IsSelfAdjoint (H s))
    (hU : IsPropagator H U) (t : ℝ) : star (U t) * U t = 1 := by
  have h : ∀ s, HasDerivAt (fun s => star (U s) * U s) 0 s := fun s =>
    (hasDerivAt_overlap hH hU hU s).congr_deriv (by simp)
  have hc := is_const_of_deriv_eq_zero (fun s => (h s).differentiableAt)
    (fun s => (h s).deriv) t 0
  simpa [hU.initial] using hc
```

With both evolutions equal the derivative is zero, and a function with zero derivative is constant.

```lean
/-- Evolution under a continuous Hermitian Hamiltonian also satisfies `U U† = 1` at all
times `t ≥ 0`. -/
theorem propagator_mul_star {H U : ℝ → A} (hc : Continuous H)
    (hH : ∀ s, IsSelfAdjoint (H s)) (hU : IsPropagator H U) {t : ℝ} (ht : 0 ≤ t) :
    U t * star (U t) = 1 := by
  have hI : star (-Complex.I) = Complex.I := by simp
  -- the defect `Q = U U† - 1` obeys the linear equation `Q' = -i (H Q - Q H)`
  have hd : ∀ s, HasDerivAt (fun s => U s * star (U s) - 1)
      ((-Complex.I) • (H s * (U s * star (U s) - 1) - (U s * star (U s) - 1) * H s)) s := by
    intro s
    refine (((hU.schrodinger s).fun_mul (hU.schrodinger s).star).sub_const 1).congr_deriv ?_
    rw [star_smul, star_mul, (hH s).star_eq, hI]
    simp only [smul_mul_assoc, mul_smul_comm, mul_sub, sub_mul, mul_one, one_mul, mul_assoc,
      neg_smul, smul_sub, neg_mul]
    abel
  obtain ⟨C, hC⟩ := (isCompact_Icc (a := (0 : ℝ)) (b := t)).exists_bound_of_continuousOn
    hc.continuousOn
  -- Grönwall: a defect that starts at zero stays zero
  have hg := norm_le_gronwallBound_of_norm_deriv_right_le (δ := 0) (K := 2 * C) (ε := 0)
    (fun s _ => (hd s).continuousAt.continuousWithinAt)
    (fun s _ => (hd s).hasDerivWithinAt) (by simp [hU.initial])
    (fun s hs => by
      rw [norm_smul, norm_neg, Complex.norm_I, one_mul]
      have h1 := norm_mul_le (H s) (U s * star (U s) - 1)
      have h2 := norm_mul_le (U s * star (U s) - 1) (H s)
      have h3 := mul_le_mul_of_nonneg_right (hC s (Ico_subset_Icc_self hs))
        (norm_nonneg (U s * star (U s) - 1))
      have h4 := norm_sub_le (H s * (U s * star (U s) - 1)) ((U s * star (U s) - 1) * H s)
      linarith) t (right_mem_Icc.2 ht)
  have hz : gronwallBound 0 (2 * C) 0 (t - 0) = 0 := by simp [gronwallBound]
  rw [hz] at hg
  exact sub_eq_zero.1 (norm_le_zero_iff.1 hg)
```

Continuity supplies the bound `C` on the compact interval [0, t]. The Grönwall lemma is applied with initial defect 0 and rate `2 * C`.

```lean
omit [NormedAlgebra ℂ A] [StarModule ℂ A] in
/-- Multiplication from the left by `u` with `u† u = 1` preserves the norm. -/
theorem norm_isometry_mul {u : A} (hu : star u * u = 1) (x : A) : ‖u * x‖ = ‖x‖ := by
  have h : star (u * x) * (u * x) = star x * x := by
    rw [star_mul, mul_assoc, ← mul_assoc (star u), hu, one_mul]
  have h2 : ‖u * x‖ * ‖u * x‖ = ‖x‖ * ‖x‖ := by
    rw [← CStarRing.norm_star_mul_self, h, CStarRing.norm_star_mul_self]
  exact (mul_self_inj (norm_nonneg _) (norm_nonneg _)).1 h2
```

This is the computation of ‖ux‖² above.

```lean
/-- Control error bound: the propagators of two continuous Hermitian Hamiltonians differ in norm
by at most the time integral of the norm of the Hamiltonian error. -/
theorem control_error_bound {H K U V : ℝ → A} (hHc : Continuous H) (hKc : Continuous K)
    (hH : ∀ s, IsSelfAdjoint (H s)) (hK : ∀ s, IsSelfAdjoint (K s))
    (hU : IsPropagator H U) (hV : IsPropagator K V) {t : ℝ} (ht : 0 ≤ t) :
    ‖U t - V t‖ ≤ ∫ s in (0 : ℝ)..t, ‖H s - K s‖ := by
  have hd := fun s => (hasDerivAt_overlap hH hU hV s).sub_const 1
  -- the overlap moves with speed `‖H - K‖`
  have hspeed : ∀ s ∈ Ico 0 t,
      ‖Complex.I • (star (U s) * (H s - K s) * V s)‖ ≤ ‖H s - K s‖ := by
    intro s hs
    have hu : star (star (U s)) * star (U s) = 1 := by
      rw [star_star, propagator_mul_star hHc hH hU hs.1]
    have hv : star (star (V s)) * star (V s) = 1 := by
      rw [star_star, propagator_mul_star hKc hK hV hs.1]
    rw [norm_smul, Complex.norm_I, one_mul, mul_assoc, norm_isometry_mul hu,
      ← norm_star, star_mul, norm_isometry_mul hv, norm_star]
  have hb := image_norm_le_of_norm_deriv_right_le_deriv_boundary
    (B := fun u => ∫ s in (0 : ℝ)..u, ‖H s - K s‖) (B' := fun s => ‖H s - K s‖)
    (fun s _ => (hd s).continuousAt.continuousWithinAt)
    (fun s _ => (hd s).hasDerivWithinAt) (by simp [hU.initial, hV.initial])
    (fun s => ((hHc.sub hKc).norm.integral_hasStrictDerivAt 0 s).hasDerivAt)
    hspeed (right_mem_Icc.2 ht)
  -- return from the overlap to the difference of the propagators
  have he : U t * (star (U t) * V t - 1) = V t - U t := by
    rw [mul_sub, ← mul_assoc, propagator_mul_star hHc hH hU ht, one_mul, mul_one]
  rw [norm_sub_rev, ← he, norm_isometry_mul (star_mul_propagator hH hU t)]
  exact hb
```

`hspeed` removes the two unitary factors. The mean value inequality then compares the overlap minus 1 with the integral, whose derivative is ‖H − K‖ because the integrand is continuous. The identity `he` turns the overlap back into V − U.

```lean
/-- If two continuous Hermitian Hamiltonians differ in norm by at most `ε` throughout `[0, t]`,
where `t ≥ 0`, their propagators at time `t` differ in norm by at most `ε t`. -/
theorem uniform_control_error {H K U V : ℝ → A} (hHc : Continuous H) (hKc : Continuous K)
    (hH : ∀ s, IsSelfAdjoint (H s)) (hK : ∀ s, IsSelfAdjoint (K s))
    (hU : IsPropagator H U) (hV : IsPropagator K V) {t ε : ℝ} (ht : 0 ≤ t)
    (hε : ∀ s ∈ Icc 0 t, ‖H s - K s‖ ≤ ε) : ‖U t - V t‖ ≤ ε * t := by
  refine (control_error_bound hHc hKc hH hK hU hV ht).trans ?_
  have h1 : IntervalIntegrable (fun s => ‖H s - K s‖) MeasureTheory.volume 0 t :=
    (hHc.sub hKc).norm.intervalIntegrable 0 t
  have h2 : IntervalIntegrable (fun _ : ℝ => ε) MeasureTheory.volume 0 t :=
    continuous_const.intervalIntegrable 0 t
  have h := intervalIntegral.integral_mono_on ht h1 h2 hε
  rw [intervalIntegral.integral_const, smul_eq_mul, sub_zero, mul_comm] at h
  exact h
```

The integrand is compared with the constant `ε`.

## Exact pulse errors and the matrix case

```lean
/-- Two pulses about the same Hermitian axis `X` with `X² = 1` and with angles `θ` and `φ` differ
in norm by exactly `2 |sin ((θ - φ) / 2)|`. -/
theorem pulse_error [Nontrivial A] {X : A} (hX : X * X = 1) (hs : IsSelfAdjoint X) (θ φ : ℝ) :
    ‖pulse X θ - pulse X φ‖ = 2 * |Real.sin ((θ - φ) / 2)| := by
  have hY : (Complex.I • X) * (Complex.I • X) = -1 := by
    rw [smul_mul_smul_comm, hX, Complex.I_mul_I, neg_one_smul]
  have hYs : star (Complex.I • X) = -(Complex.I • X) := by
    rw [star_smul, hs.star_eq, Complex.star_def, Complex.conj_I, neg_smul]
  have hD : pulse X θ - pulse X φ = ((Real.cos θ - Real.cos φ : ℝ) : ℂ) • (1 : A)
      - ((Real.sin θ - Real.sin φ : ℝ) : ℂ) • (Complex.I • X) := by
    unfold pulse
    push_cast
    module
  generalize Complex.I • X = Y at hY hYs hD
  -- `D† D` is a multiple of the identity
  have key : ∀ a b : ℝ, star ((a : ℂ) • (1 : A) - (b : ℂ) • Y) * ((a : ℂ) • (1 : A) - (b : ℂ) • Y)
      = ((a ^ 2 + b ^ 2 : ℝ) : ℂ) • (1 : A) := by
    intro a b
    simp only [star_sub, star_smul, star_one, hYs, Complex.star_def, Complex.conj_ofReal,
      sub_mul, mul_sub, smul_mul_assoc, mul_smul_comm, one_mul, mul_one, neg_mul, hY]
    push_cast
    module
  have hn := CStarRing.norm_star_mul_self (x := pulse X θ - pulse X φ)
  rw [hD, key, norm_smul, CStarRing.norm_one, mul_one, Complex.norm_real,
    Real.norm_of_nonneg (by positivity), ← hD, Real.cos_sub_cos, Real.sin_sub_sin] at hn
  refine (sq_eq_sq₀ (norm_nonneg _) (by positivity)).1 ?_
  rw [mul_pow, sq_abs]
  linear_combination -hn + 4 * Real.sin ((θ - φ) / 2) ^ 2 *
    Real.sin_sq_add_cos_sq ((θ + φ) / 2)

open scoped Matrix.Norms.L2Operator
```

`key` is the computation of D†D, and product formulas for differences of cosines and sines finish the proof. `Nontrivial A` ensures ‖1‖ = 1.

```lean
/-- The control error bound for continuous `n × n` Hermitian matrix Hamiltonians in the operator
norm. -/
theorem matrix_control_error_bound {n : Type*} [Fintype n] [DecidableEq n]
    {H K U V : ℝ → Matrix n n ℂ} (hHc : Continuous H) (hKc : Continuous K)
    (hH : ∀ s, (H s).IsHermitian) (hK : ∀ s, (K s).IsHermitian)
    (hU : IsPropagator H U) (hV : IsPropagator K V) {t : ℝ} (ht : 0 ≤ t) :
    ‖U t - V t‖ ≤ ∫ s in (0 : ℝ)..t, ‖H s - K s‖ :=
  control_error_bound hHc hKc (fun s => hH s) (fun s => hK s) hU hV ht
```

The scope `Matrix.Norms.L2Operator`, opened just before this theorem, makes `‖·‖` the operator norm on matrices, and `IsHermitian` supplies self-adjointness. In simulation practice, the theorem limits the error made by replacing one continuous, finite-dimensional Hermitian Hamiltonian with another, for closed systems and exact time integration.

The norm of U − V also counts a global phase, which no measurement on the system alone detects. A different model would minimise ‖U − e^{iα}V‖ over real α. An error of the form c(s)·1 would then cost nothing, and ‖H − K‖ in the bound could be replaced by ‖H − K − c(s)·1‖ for any continuous real function c. That variant is not formalised here.

## A ramped qubit drive

```lean
/-- The Pauli matrix `σₓ`. -/
def sigmaX : Matrix (Fin 2) (Fin 2) ℂ := !![0, 1; 1, 0]

/-- The linearly ramped qubit drive `2 g t σₓ` is continuous and Hermitian, and its propagator is
the pulse of angle `g t²` about `σₓ`. -/
theorem isPropagator_witness (g : ℝ) :
    Continuous (fun t : ℝ => ((2 * g * t : ℝ) : ℂ) • sigmaX) ∧
    (∀ t : ℝ, (((2 * g * t : ℝ) : ℂ) • sigmaX).IsHermitian) ∧
    IsPropagator (fun t : ℝ => ((2 * g * t : ℝ) : ℂ) • sigmaX)
      (fun t => pulse sigmaX (g * t ^ 2)) := by
  refine ⟨?_, fun t => ?_, ?_⟩
  · exact (Complex.continuous_ofReal.comp (continuous_const.mul continuous_id)).smul
      continuous_const
  · ext i j
    fin_cases i <;> fin_cases j <;> simp [sigmaX, Matrix.conjTranspose_apply]
  · have hX : sigmaX * sigmaX = 1 := by
      ext i j
      fin_cases i <;> fin_cases j <;> simp [sigmaX, Matrix.mul_apply, Fin.sum_univ_succ]
    refine pulse_isPropagator hX (θ := fun t => g * t ^ 2) (ω := fun t => 2 * g * t)
      (by simp) (fun t => ?_)
    have h : HasDerivAt (fun s : ℝ => s ^ 2) (2 * t) t := by simpa using hasDerivAt_pow 2 t
    exact (h.const_mul g).congr_deriv (by ring)

end

end ControlErrorRobustness
```

The drive 2gtσₓ is continuous and Hermitian, and its accumulated angle is gt². The numerical instance above uses g = 1 and g = 0.9. The proof checks σₓ² = 1 entry by entry and applies `pulse_isPropagator`.

```lean
#print axioms ControlErrorRobustness.control_error_bound
#print axioms ControlErrorRobustness.uniform_control_error
#print axioms ControlErrorRobustness.pulse_error
#print axioms ControlErrorRobustness.matrix_control_error_bound
```

```
'ControlErrorRobustness.control_error_bound' depends on axioms: [propext, Classical.choice, Quot.sound]
'ControlErrorRobustness.uniform_control_error' depends on axioms: [propext, Classical.choice, Quot.sound]
'ControlErrorRobustness.pulse_error' depends on axioms: [propext, Classical.choice, Quot.sound]
'ControlErrorRobustness.matrix_control_error_bound' depends on axioms: [propext, Classical.choice, Quot.sound]
```
